# For unit vectors the squared dipole orientation factor is at most 4, and its mean over two orthonormal bases of three-dimensional space is 2/3

The rate of resonance energy transfer between two weakly coupled chromophores in the point-dipole approximation is proportional to $k^2/r^6$, where $r$ is their separation and $k$ is a number that depends only on directions. A distance inferred from a measured rate therefore needs a value of $k^2$, and the directions are often unknown. If nothing is known about the range of $k^2$, there is no limit on how far the true distance may exceed the inferred one. If nothing is known about its mean, there is no value to insert for molecules that tumble freely.

Let $a$ and $b$ be unit vectors along the two dipoles, and $n$ a unit vector along the line that joins them. The orientation factor is

$$k = a\cdot b - 3(a\cdot n)(b\cdot n).$$

The claim has two parts. First, $k^2\le 4$, with equality exactly when each dipole points along $n$ or $-n$. Second, if $a$ runs over one orthonormal basis of three-dimensional space and $b$ runs independently over another, the mean of $k^2$ over the nine pairs is $2/3$. The two bases may differ, and neither has to be aligned with $n$.

With $2/3$ inserted for $k^2$, the bound says that the true value of $k^2$ is at most six times larger, so the true distance is at most $6^{1/6}\approx 1.35$ times the inferred one. In the other direction there is no such limit, because $k$ vanishes for some orientations, for example when $a=n$ and $b$ is perpendicular to $n$.

## The field of one dipole acting on the other

Both parts follow from reading $k$ as an energy. Apart from a factor that contains the dipole strength and $1/r^3$, the field of the first dipole at the position of the second is

$$F = 3(a\cdot n)\,n - a.$$

Its scalar product with $b$ is

$$F\cdot b = 3(a\cdot n)(n\cdot b) - a\cdot b = -k,$$

so $k$ is the energy of the second dipole in this field, in the same reduced units. The squared length of $F$ is, since $|n|=1$,

$$|F|^2 = 9(a\cdot n)^2 - 6(a\cdot n)^2 + |a|^2 = |a|^2 + 3(a\cdot n)^2 .$$

**The bound.** The Cauchy–Schwarz inequality with $|a|=|b|=1$ gives

$$k^2 = (F\cdot b)^2 \le |F|^2\,|b|^2 = 1 + 3(a\cdot n)^2 .$$

A second use of the same inequality gives $(a\cdot n)^2\le |a|^2|n|^2 = 1$, and therefore $k^2\le 4$.

**The case of equality.** Suppose $k^2=4$. Then $4\le 1+3(a\cdot n)^2$, so $(a\cdot n)^2\ge 1$. Together with $(a\cdot n)^2\le 1$ this leaves $a\cdot n = 1$ or $a\cdot n=-1$. In the first case

$$|a-n|^2 = 1 - 2\,(a\cdot n) + 1 = 0,$$

so $a=n$. In the second case

$$|a+n|^2 = 1 + 2\,(a\cdot n) + 1 = 0,$$

so $a=-n$. Exchanging $a$ and $b$ leaves $k$ unchanged, so the same holds for $b$. Conversely, let $a=sn$ and $b=tn$ with $s,t=\pm1$. Then $k = st-3st=-2st$ and $k^2=4$.

**The mean.** Let $e_i$ and $f_j$ be orthonormal bases of a space of dimension $d$, for the first and the second dipole. Keep $a$ fixed and sum over the directions of $b$. The squared components of $F$ along an orthonormal basis add up to its squared length, so

$$\sum_j k(a,f_j)^2 = \sum_j (F\cdot f_j)^2 = |F|^2 = |a|^2+3(a\cdot n)^2 .$$

Now put $a=e_i$ and sum over $i$:

$$\sum_i\sum_j k(e_i,f_j)^2 = \sum_i |e_i|^2 + 3\sum_i (e_i\cdot n)^2 = d + 3|n|^2 = d+3 .$$

For $d=3$ the total is $6$, and division by the nine pairs gives $6/9=2/3$.

## From two bases to freely tumbling molecules

A tumbling molecule samples every direction on the sphere, and not three perpendicular ones. The passage from the basis mean to the isotropic mean is the step that the Lean theorems leave to the reader. It is short. For fixed $b$ and $n$, the quantity $k^2$ is a quadratic form in $a$. The isotropic mean of $a_p a_q$, where $p$ and $q$ label Cartesian components, is $\delta_{pq}/3$, so the isotropic mean of a quadratic form is one third of its trace. The mean over any orthonormal basis is the same number. Repeating the argument for $b$ gives $2/3$ for two dipoles with independent, isotropic orientations.

In quantum mechanics $k$ is a factor in the matrix element that couples the two molecules through their transition dipoles, and the golden-rule transfer rate contains the square of that matrix element, hence $k^2$; this use assumes real transition dipoles, and molecules that are small compared with the distance between them. Inserting $2/3$ into a single rate assumes further that both molecules reorient fast compared with the transfer.

## Vectors, the factor and the field in Lean

The vectors live in a real inner product space `E`. Ordinary three-dimensional space is one instance, and the dimension is fixed only in the last theorem. The finite types `ι` and `κ` label the members of the two bases. The letter `κ` is often used in the literature for the orientation factor itself; here it is only an index type.

```lean
import Mathlib

open scoped InnerProductSpace

namespace DipoleOrientation

variable {E : Type*} [NormedAddCommGroup E] [InnerProductSpace ℝ E]
variable {ι κ : Type*} [Fintype ι] [Fintype κ]
```

The scalar product $a\cdot b$ is written `⟪a, b⟫_ℝ`. The separation direction comes first among the arguments, so `orientationFactor n a b` is $k$ for dipoles $a$ and $b$. The definition accepts vectors of any length, and the theorems add the unit-length conditions where they are used. Some texts give $k$ the opposite sign, which makes no difference to $k^2$.

```lean
/-- The orientation factor `k = a·b - 3 (a·n)(b·n)` of two dipoles along `a` and `b` whose
separation points along `n`, when `a`, `b` and `n` are unit vectors. -/
def orientationFactor (n a b : E) : ℝ :=
  ⟪a, b⟫_ℝ - 3 * ⟪a, n⟫_ℝ * ⟪b, n⟫_ℝ
```

The name `dipoleField` stands for the vector $F$ alone, without the dipole strength, the distance dependence or the constants of a unit system. The symbol `•` is multiplication of a vector by a number.

```lean
/-- The angular part `3 (a·n) n - a` of the field that a dipole `a` produces in the direction `n`,
when `n` is a unit vector. -/
def dipoleField (n a : E) : E :=
  (3 * ⟪a, n⟫_ℝ) • n - a
```

The first theorem is $k=-F\cdot b$, and it holds for vectors of any length. The `simp only` step unfolds both definitions and expands the scalar product by linearity. The symmetry of the scalar product then turns $n\cdot b$ into $b\cdot n$, and `ring` compares the two sides.

```lean
/-- The orientation factor is minus the scalar product of the second dipole with the
angular part of the field of the first. -/
theorem orientationFactor_eq_neg_inner (n a b : E) :
    orientationFactor n a b = -⟪dipoleField n a, b⟫_ℝ := by
  simp only [orientationFactor, dipoleField, inner_sub_left, real_inner_smul_left]
  rw [real_inner_comm b n]
  ring
```

The next theorem is the formula for $|F|^2$. The hypothesis `hn : ‖n‖ = 1` says that $n$ is a unit vector, while $a$ remains arbitrary. The lemma `norm_sub_sq_real` expands the square of a difference, and `ring` combines $9(a\cdot n)^2$ and $-6(a\cdot n)^2$.

```lean
/-- For a unit vector `n`, the squared strength of the angular part of the dipole field
is `|a|² + 3 (a·n)²`. -/
theorem dipoleField_norm_sq {n : E} (hn : ‖n‖ = 1) (a : E) :
    ‖dipoleField n a‖ ^ 2 = ‖a‖ ^ 2 + 3 * ⟪a, n⟫_ℝ ^ 2 := by
  rw [dipoleField, norm_sub_sq_real, norm_smul, real_inner_smul_left,
    real_inner_comm a n, hn, mul_one, Real.norm_eq_abs, sq_abs]
  ring
```

## The bound and the orientations that reach it

For three unit vectors, the field bounds the factor: $k^2\le 1+3(a\cdot n)^2$. The lemma `abs_real_inner_le_norm` is the Cauchy–Schwarz inequality, applied here to $F$ and $b$. Both sides are squared, $|F|^2$ is replaced by its formula, and `linarith` finishes. This intermediate bound is informative by itself: if the first dipole is perpendicular to the separation, then $k^2\le1$ for every direction of the second.

```lean
/-- For unit vectors `a`, `b`, `n`, the squared orientation factor is at most
`1 + 3 (a·n)²`, whatever the direction of `b`. -/
theorem orientationFactor_sq_le_field {n a b : E}
    (hn : ‖n‖ = 1) (ha : ‖a‖ = 1) (hb : ‖b‖ = 1) :
    orientationFactor n a b ^ 2 ≤ 1 + 3 * ⟪a, n⟫_ℝ ^ 2 := by
  -- Cauchy-Schwarz between the field and the second dipole
  have h := abs_real_inner_le_norm (dipoleField n a) b
  rw [hb, mul_one] at h
  have h1 := pow_le_pow_left₀ (abs_nonneg _) h 2
  rw [sq_abs] at h1
  have h2 := dipoleField_norm_sq hn a
  rw [ha] at h2
  rw [orientationFactor_eq_neg_inner, neg_sq]
  linarith
```

The bound by 4 follows once $(a\cdot n)^2\le1$ is known, which is `h1` below.

```lean
/-- For unit vectors `a`, `b`, `n`, the squared orientation factor is at most 4. -/
theorem orientationFactor_sq_le_four {n a b : E}
    (hn : ‖n‖ = 1) (ha : ‖a‖ = 1) (hb : ‖b‖ = 1) :
    orientationFactor n a b ^ 2 ≤ 4 := by
  have h := abs_real_inner_le_norm a n
  rw [ha, hn, mul_one] at h
  have h1 : ⟪a, n⟫_ℝ ^ 2 ≤ 1 := (sq_le_one_iff_abs_le_one _).2 h
  linarith [orientationFactor_sq_le_field hn ha hb]
```

The case of equality needs a fact about two unit vectors: if $(a\cdot n)^2\ge1$, then $a=n$ or $a=-n$. In the proof, `h2` states that $(a\cdot n-1)(a\cdot n+1)=0$. Each of the two factors gives one case, in which the squared length of $a-n$ or of $a+n$ is shown to be zero.

```lean
/-- If two unit vectors have a squared scalar product of at least 1, they are equal
or opposite. -/
theorem eq_or_eq_neg_of_one_le_inner_sq {a n : E} (ha : ‖a‖ = 1) (hn : ‖n‖ = 1)
    (h : 1 ≤ ⟪a, n⟫_ℝ ^ 2) : a = n ∨ a = -n := by
  have hc := abs_real_inner_le_norm a n
  rw [ha, hn, mul_one] at hc
  have h1 : ⟪a, n⟫_ℝ ^ 2 ≤ 1 := (sq_le_one_iff_abs_le_one _).2 hc
  have h2 : (⟪a, n⟫_ℝ - 1) * (⟪a, n⟫_ℝ + 1) = 0 := by
    linarith [show (⟪a, n⟫_ℝ - 1) * (⟪a, n⟫_ℝ + 1) = ⟪a, n⟫_ℝ ^ 2 - 1 by ring]
  rcases mul_eq_zero.1 h2 with h3 | h3
  · left
    have h4 : ‖a - n‖ ^ 2 = 0 := by
      rw [norm_sub_sq_real, ha, hn]
      linarith
    exact sub_eq_zero.1 (norm_eq_zero.1 ((pow_eq_zero_iff two_ne_zero).1 h4))
  · right
    have h4 : ‖a + n‖ ^ 2 = 0 := by
      rw [norm_add_sq_real, ha, hn]
      linarith
    exact eq_neg_of_add_eq_zero_left
      (norm_eq_zero.1 ((pow_eq_zero_iff two_ne_zero).1 h4))
```

The theorem on equality is an equivalence. From left to right, `hsymm` records that exchanging the dipoles leaves $k$ unchanged, so that the field bound can be applied once with $a$ as the source and once with $b$. With $k^2=4$ these bounds give $(a\cdot n)^2\ge1$ and $(b\cdot n)^2\ge1$, and the preceding lemma does the rest. From right to left, the four choices of sign are substituted and evaluated.

```lean
/-- For unit vectors `a`, `b`, `n`, the squared orientation factor equals 4 exactly when
both dipoles lie along the separation axis, each pointing either way. -/
theorem orientationFactor_sq_eq_four_iff {n a b : E}
    (hn : ‖n‖ = 1) (ha : ‖a‖ = 1) (hb : ‖b‖ = 1) :
    orientationFactor n a b ^ 2 = 4 ↔ (a = n ∨ a = -n) ∧ (b = n ∨ b = -n) := by
  constructor
  · intro h
    -- exchanging the two dipoles leaves the factor unchanged
    have hsymm : orientationFactor n a b = orientationFactor n b a := by
      unfold orientationFactor
      rw [real_inner_comm b a]
      ring
    have h1 := orientationFactor_sq_le_field hn ha hb
    have h2 := orientationFactor_sq_le_field hn hb ha
    rw [← hsymm] at h2
    exact ⟨eq_or_eq_neg_of_one_le_inner_sq ha hn (by linarith),
      eq_or_eq_neg_of_one_le_inner_sq hb hn (by linarith)⟩
  · rintro ⟨h1 | h1, h2 | h2⟩ <;> rw [h1, h2] <;>
      simp [orientationFactor, inner_neg_left, inner_neg_right, hn] <;> norm_num
```

## Summing over the directions of both dipoles

An `OrthonormalBasis κ ℝ E` is a complete set of perpendicular unit vectors, labelled by `κ`. Having one with a finite label set makes the space finite-dimensional. The lemma below is Parseval's identity, $\sum_j (x\cdot f_j)^2=|x|^2$. It is obtained from the expansion of the scalar product $x\cdot x$ in the basis.

```lean
/-- The squared components of a vector along an orthonormal basis add up to its
squared length. -/
theorem sum_inner_sq (f : OrthonormalBasis κ ℝ E) (x : E) :
    ∑ j, ⟪x, f j⟫_ℝ ^ 2 = ‖x‖ ^ 2 := by
  rw [← real_inner_self_eq_norm_sq, ← f.sum_inner_mul_inner x x]
  refine Finset.sum_congr rfl fun j _ => ?_
  rw [real_inner_comm x (f j)]
  ring
```

Applied to $x=F$, the identity gives the sum over the second dipole at a fixed first dipole. The proof replaces each $k$ by $-F\cdot f_j$, removes the sign under the square, and uses Parseval's identity followed by the formula for $|F|^2$.

```lean
/-- For a unit vector `n` and a fixed first dipole `a`, the squared orientation factors
summed over an orthonormal basis of second dipoles give `|a|² + 3 (a·n)²`. -/
theorem sum_orientationFactor_sq (f : OrthonormalBasis κ ℝ E) {n : E}
    (hn : ‖n‖ = 1) (a : E) :
    ∑ j, orientationFactor n a (f j) ^ 2 = ‖a‖ ^ 2 + 3 * ⟪a, n⟫_ℝ ^ 2 := by
  simp only [orientationFactor_eq_neg_inner, neg_sq]
  rw [sum_inner_sq, dipoleField_norm_sq hn]
```

The double sum comes next. The number of basis vectors, `Fintype.card ι`, is the dimension $d$. In the proof, `h2` adds up the unit lengths $|e_i|^2$ to give $d$, and `h1` reorders the scalar products so that Parseval's identity applies to $n$. The result is $d+3$. The coefficient $3$ in $k$ belongs to the dipole field in three-dimensional space and is kept for every $d$, so $d=1$ and $d=2$ describe dipoles confined to a line or a plane that contains $n$. In one dimension the sum is $4$, as it must be, since both dipoles then lie along $n$ and the single term takes the maximal value.

```lean
/-- In `d` dimensions, for a unit vector `n`, the squared orientation factors summed over
two orthonormal bases, one for each dipole, give `d + 3`. -/
theorem sum_sum_orientationFactor_sq (e : OrthonormalBasis ι ℝ E)
    (f : OrthonormalBasis κ ℝ E) {n : E} (hn : ‖n‖ = 1) :
    ∑ i, ∑ j, orientationFactor n (e i) (f j) ^ 2 = (Fintype.card ι : ℝ) + 3 := by
  have h1 : ∑ i, ⟪e i, n⟫_ℝ ^ 2 = ∑ i, ⟪n, e i⟫_ℝ ^ 2 :=
    Finset.sum_congr rfl fun i _ => by rw [real_inner_comm]
  have h2 : ∑ i, ‖e i‖ ^ 2 = (Fintype.card ι : ℝ) := by
    simp [e.orthonormal.1]
  rw [Finset.sum_congr rfl (fun i _ => sum_orientationFactor_sq f hn (e i)),
    Finset.sum_add_distrib, ← Finset.mul_sum, h1, h2, sum_inner_sq, hn]
  ring
```

The last theorem takes both bases indexed by `Fin 3`, a set of three labels, and so fixes the dimension to three. The average is written out as the double sum divided by 9, which gives all pairs $(e_i,f_j)$ equal weight and expresses the independence of the two dipoles. The same direction $n$ is used in every term.

```lean
/-- In three dimensions, for a unit vector `n`, the mean squared orientation factor is
`2/3` when the two dipoles range independently over orthonormal bases. -/
theorem average_orientationFactor_sq (e f : OrthonormalBasis (Fin 3) ℝ E) {n : E}
    (hn : ‖n‖ = 1) :
    (∑ i, ∑ j, orientationFactor n (e i) (f j) ^ 2) / 9 = 2 / 3 := by
  rw [sum_sum_orientationFactor_sq e f hn, Fintype.card_fin]
  norm_num

end DipoleOrientation
```

```lean
#print axioms DipoleOrientation.orientationFactor_sq_le_four
#print axioms DipoleOrientation.orientationFactor_sq_eq_four_iff
#print axioms DipoleOrientation.average_orientationFactor_sq
```

```
'DipoleOrientation.orientationFactor_sq_le_four' depends on axioms: [propext, Classical.choice, Quot.sound]
'DipoleOrientation.orientationFactor_sq_eq_four_iff' depends on axioms: [propext, Classical.choice, Quot.sound]
'DipoleOrientation.average_orientationFactor_sq' depends on axioms: [propext, Classical.choice, Quot.sound]
```
